# Triangle checks do not establish detailed balance: a four-state ring with rates 2 and 1

## Rates, weights and the two conditions

A system jumps between states $i, j, l, \dots$ of a set $S$. The rate of the jump from $i$ to $j$ is $k_{ij}$, with the starting state as the first index, and rates do not depend on time. If state $i$ carries the weight $w_i$, the flux from $i$ to $j$ is $w_i k_{ij}$. Weights are unnormalised throughout; on a finite set of states a positive vector $w$ gives the probabilities $\pi_i = w_i / \sum_j w_j$, and every condition on $w$ below is unchanged by that rescaling.

```lean
import Mathlib

open Finset

namespace KolmogorovRing

noncomputable section
```

The file loads Mathlib, the mathematical library of Lean, makes its short names for finite products available, and collects the new names under `KolmogorovRing`.

```lean
/-- Detailed balance of the weights `w` for the rates `k`: the flux `i → j` equals the flux
`j → i` for every pair of states. -/
def DetailedBalance {S : Type*} (k : S → S → ℝ) (w : S → ℝ) : Prop :=
  ∀ i j, w i * k i j = w j * k j i
```

The type `S → S → ℝ` describes a function that takes two states and returns a real number, so `k i j` is $k_{ij}$ and `w i` is $w_i$. The word `Prop` says that the definition is a statement, true or false for given $k$ and $w$, and `∀ i j` reads "for all $i$ and $j$":
$$w_i k_{ij} = w_j k_{ji} \quad \text{for all } i, j .$$
The set $S$ is arbitrary, and the braces around `S` only mean that Lean infers it. Rates are real numbers with no sign restriction at this stage. For $i = j$ the equation is an identity, so the diagonal entries $k_{ii}$ play no part.

```lean
/-- The rates are reversible if some strictly positive weight vector is in detailed balance. -/
def Reversible {S : Type*} (k : S → S → ℝ) : Prop :=
  ∃ w : S → ℝ, (∀ i, 0 < w i) ∧ DetailedBalance k w
```

Here `∃` reads "there exists" and `∧` reads "and". The rates are reversible when some $w$ with $w_i > 0$ for every $i$ is in detailed balance. Strict positivity stands for an equilibrium in which every state is occupied, as with Boltzmann weights $w_i = e^{-\beta E_i}$ for finite energies $E_i$ and inverse temperature $\beta$. It also excludes $w = 0$, which balances any rates.

```lean
/-- The triangle condition: for all three states the product of rates around the triangle is
the same in both directions. -/
def TriangleCondition {S : Type*} (k : S → S → ℝ) : Prop :=
  ∀ i j l, k i j * k j l * k l i = k i l * k l j * k j i
```

In ordinary notation,
$$k_{ij} k_{jl} k_{li} = k_{il} k_{lj} k_{ji} \quad \text{for all } i, j, l .$$
The left side follows $i \to j \to l \to i$ and the right side follows the same triangle backwards. The three states are not required to differ, so the condition contains the one for distinct states. It demands nothing more: if for instance $i = j$, both sides consist of the factors $k_{ii}$, $k_{il}$, $k_{li}$.

## The ring

```lean
/-- Rates of the `n`-state ring: `a i` for the clockwise jump `i → i + 1`, `b i` for the
counterclockwise jump `i + 1 → i` (for `n = 1` and `n = 2` the clockwise test takes precedence and
`b` is unused), and zero between all other pairs. -/
def ringRate {n : ℕ} (a b : ZMod n → ℝ) (i j : ZMod n) : ℝ :=
  if j = i + 1 then a i else if i = j + 1 then b j else 0
```

For $n \ge 1$ (the case $n = 0$ gives all integers and is not used), `ZMod n` is the set of integers modulo $n$, that is the states $0, 1, \dots, n-1$ with $(n-1) + 1 = 0$. For $n \ge 3$, link $i$ joins the states $i$ and $i+1$ and carries two rates,
$$k_{i,i+1} = a_i, \qquad k_{i+1,i} = b_i ,$$
called clockwise and counterclockwise; all other rates are zero. Both $a_i$ and $b_i$ are labelled by the link, which is the reason for `b j` in the second branch: when $i = j+1$ the jump $i \to j$ runs backwards over link $j$. The branches are tested in order, and this matters only for $n \le 2$.

```lean
/-- The four-state ring with clockwise rates 2, counterclockwise rates 1 and no diagonal links. -/
def fourRing : ZMod 4 → ZMod 4 → ℝ :=
  ringRate (fun _ => 2) (fun _ => 1)
```

The expression `fun _ => 2` is the constant function with value 2. With rows labelled by the starting state $0,1,2,3$,
$$k = \begin{pmatrix} 0&2&0&1\\ 1&0&2&0\\ 0&1&0&2\\ 2&0&1&0 \end{pmatrix}.$$
The unequal values 2 and 1 stand for a uniform drive around the loop, and the zeros $k_{02} = k_{20} = k_{13} = k_{31} = 0$ for the absence of diagonal links.

## Reversible rates have equal products around every closed walk

```lean
/-- For reversible rates, the product of rates along any closed walk `c` of `m` steps equals the
product of rates along the reversed walk. -/
theorem cycle_condition_of_reversible {S : Type*} {k : S → S → ℝ} (h : Reversible k)
    {m : ℕ} [NeZero m] (c : ZMod m → S) :
    ∏ t, k (c t) (c (t + 1)) = ∏ t, k (c (t + 1)) (c t) := by
  obtain ⟨w, hw, hdb⟩ := h
  -- the product of the weights along the walk is invariant under the shift
  have hshift : ∏ t, w (c (t + 1)) = ∏ t, w (c t) :=
    Equiv.prod_comp (Equiv.addRight (1 : ZMod m)) (fun t => w (c t))
  have hpos : 0 < ∏ t, w (c t) := prod_pos fun t _ => hw _
  -- multiply the balance equations of all steps
  have hmul : ∏ t, (w (c t) * k (c t) (c (t + 1))) =
      ∏ t, (w (c (t + 1)) * k (c (t + 1)) (c t)) :=
    prod_congr rfl fun t _ => hdb _ _
  rw [prod_mul_distrib, prod_mul_distrib, hshift] at hmul
  exact mul_left_cancel₀ hpos.ne' hmul
```

A theorem lists its hypotheses before the colon and its claim after it. The hypothesis `h` says that $k$ is reversible. A closed walk of $m$ steps is a map $c$ from the integers modulo $m$ to the states, $t \mapsto c_t$; it closes because $c_m = c_0$, and it may revisit states. The condition `[NeZero m]` means $m \ge 1$. The claim is
$$\prod_t k_{c_t c_{t+1}} = \prod_t k_{c_{t+1} c_t} .$$

By hand, write detailed balance for step $t$, $w_{c_t} k_{c_t c_{t+1}} = w_{c_{t+1}} k_{c_{t+1} c_t}$, and multiply the $m$ equations:
$$\Big(\prod_t w_{c_t}\Big) \prod_t k_{c_t c_{t+1}} = \Big(\prod_t w_{c_{t+1}}\Big) \prod_t k_{c_{t+1} c_t} .$$
As $t$ runs over all residues so does $t+1$, hence both brackets equal the same number $W = \prod_t w_{c_t}$. Since $W > 0$ it cancels.

In the proof, `obtain` unpacks `h` into the vector `w`, its positivity `hw` and the balance equations `hdb`. Each `have` states and proves an intermediate step: `hshift` is the relabelling $t \to t+1$, `hpos` is $W > 0$, and `hmul` is the product of the balance equations. The last line cancels $W$. For $m = 3$ and the walk $(i, j, l)$ the claim is the triangle equation.

Kolmogorov's criterion is an equivalence between reversibility and equal products on all cycles, valid for nonnegative rates under which every state can be reached from every other. Without that assumption the converse can fail: two states with $k_{01} = 1$ and all other rates zero have every closed-walk product equal to zero in both directions, yet admit no positive balanced weights. For arbitrary rates the file proves the direction from reversibility to the products; the converse is proved below for rings with positive rates and not for general networks.

## Arithmetic on the ring

```lean
/-- A displacement by `s` sites with `0 < s < n` is nonzero on the `n`-state ring. -/
theorem steps_ne_zero {n s : ℕ} (h0 : 0 < s) (hn : s < n) : (s : ZMod n) ≠ 0 := by
  intro h
  have hv := ZMod.val_cast_of_lt hn
  rw [h, ZMod.val_zero] at hv
  omega
```

The notation `(s : ZMod n)` is the natural number $s$ reduced modulo $n$. For $0 < s < n$ the remainder is $s$ itself (`hv`), so it is not zero. The tactic `omega`, which decides linear arithmetic of whole numbers, turns $0 = s$ and $0 < s$ into a contradiction.

```lean
/-- On a ring of at least three states the rate `i → i + 1` is `a i` and the rate `i + 1 → i`
is `b i`. -/
theorem ringRate_link {n : ℕ} (hn : 3 ≤ n) (a b : ZMod n → ℝ) (i : ZMod n) :
    ringRate a b i (i + 1) = a i ∧ ringRate a b (i + 1) i = b i := by
  have h2 : (2 : ZMod n) ≠ 0 := by
    exact_mod_cast steps_ne_zero (n := n) (s := 2) (by omega) (by omega)
  have hne : ¬ i = i + 1 + 1 := fun e => h2 (by linear_combination -e)
  unfold ringRate
  exact ⟨if_pos rfl, by rw [if_neg hne, if_pos rfl]⟩
```

For $n \ge 3$ the definition returns $k_{i,i+1} = a_i$ and $k_{i+1,i} = b_i$. The first is immediate. For the second, the clockwise test applied to the jump $i+1 \to i$ asks whether $i = i + 2$, that is $2 \equiv 0 \pmod n$. This fails for $n \ge 3$ (`h2`, `hne`), so the second branch applies.

```lean
/-- On a ring of at least four states the product of rates around any three states vanishes. -/
theorem ring_triangle_zero {n : ℕ} (hn : 4 ≤ n) (a b : ZMod n → ℝ) (i j l : ZMod n) :
    ringRate a b i j * ringRate a b j l * ringRate a b l i = 0 := by
  have h1 : (1 : ZMod n) ≠ 0 := by
    exact_mod_cast steps_ne_zero (n := n) (s := 1) (by omega) (by omega)
  have h3 : (3 : ZMod n) ≠ 0 := by
    exact_mod_cast steps_ne_zero (n := n) (s := 3) (by omega) (by omega)
  -- a nonzero rate joins nearest neighbours
  have nb : ∀ p q, ringRate a b p q ≠ 0 → q = p + 1 ∨ p = q + 1 := by
    intro p q h
    by_contra hc
    obtain ⟨c1, c2⟩ := not_or.mp hc
    apply h
    unfold ringRate
    rw [if_neg c1, if_neg c2]
  by_contra h
  obtain ⟨h12, hli⟩ := mul_ne_zero_iff.mp h
  obtain ⟨hij, hjl⟩ := mul_ne_zero_iff.mp h12
  -- three steps of ±1 add up to ±1 or ±3, never to zero
  rcases nb _ _ hij with e1 | e1 <;> rcases nb _ _ hjl with e2 | e2 <;>
    rcases nb _ _ hli with e3 | e3 <;>
    first
      | exact h3 (by linear_combination -e1 - e2 - e3)
      | exact h1 (by linear_combination -e1 - e2 + e3)
      | exact h1 (by linear_combination -e1 + e2 - e3)
      | exact h1 (by linear_combination e1 - e2 - e3)
```

For $n \ge 4$, any real $a$, $b$ and any states $i, j, l$, distinct or not,
$$k_{ij} k_{jl} k_{li} = 0 .$$
By hand, suppose the product is nonzero. Then all three factors are nonzero, and a nonzero rate joins neighbours, so $j = i + \sigma_1$, $l = j + \sigma_2$, $i = l + \sigma_3$ with signs $\sigma_1, \sigma_2, \sigma_3 \in \{+1, -1\}$. Adding the three equations gives $\sigma_1 + \sigma_2 + \sigma_3 \equiv 0 \pmod n$. The sum is $\pm 1$ or $\pm 3$, and neither 1 nor 3 vanishes modulo $n \ge 4$.

In Lean, `h1` and `h3` say that 1 and 3 are nonzero, `nb` says that a nonzero rate joins neighbours, and `by_contra` assumes that the product is nonzero. The three `rcases` split into the eight sign patterns, and `first` tries four ways of closing each. The tactic `linear_combination` adds the equations with the given coefficients. The first combination yields $3 = 0$ when all signs agree; each of the others yields $1 = 0$ when one step runs against the other two, and serves a pattern together with its mirror image.

## The full loop decides reversibility of a ring

```lean
/-- A ring of at least three states with positive rates is reversible exactly when the product
of all clockwise rates equals the product of all counterclockwise rates. -/
theorem ring_reversible_iff {n : ℕ} [NeZero n] (hn : 3 ≤ n) {a b : ZMod n → ℝ}
    (ha : ∀ i, 0 < a i) (hb : ∀ i, 0 < b i) :
    Reversible (ringRate a b) ↔ ∏ i, a i = ∏ i, b i := by
  constructor
  · intro h
    have hc := cycle_condition_of_reversible h (fun t : ZMod n => t)
    simpa only [(ringRate_link hn a b _).1, (ringRate_link hn a b _).2] using hc
  · intro h
    -- weights built link by link from the state 0
    let P : ℕ → ℝ := fun m => ∏ t ∈ range m, a (t : ZMod n) / b (t : ZMod n)
    have hP0 : P 0 = 1 := prod_range_zero _
    have hPs : ∀ m, P (m + 1) = P m * (a (m : ZMod n) / b (m : ZMod n)) :=
      fun m => prod_range_succ _ m
    have hPn : P n = 1 := by
      have hfull : P n = ∏ i : ZMod n, a i / b i :=
        prod_nbij' (fun t : ℕ => (t : ZMod n)) (fun i : ZMod n => i.val)
          (fun _ _ => mem_univ _) (fun i _ => mem_range.mpr (ZMod.val_lt i))
          (fun t ht => ZMod.val_cast_of_lt (mem_range.mp ht))
          (fun i _ => ZMod.natCast_zmod_val i) (fun _ _ => rfl)
      rw [hfull, prod_div_distrib, h]
      exact div_self (prod_pos fun i _ => hb i).ne'
    -- the construction closes up at the last link
    have hclose : ∀ i : ZMod n, P (i + 1).val = P (i.val + 1) := by
      intro i
      have e : i + 1 = ((i.val + 1 : ℕ) : ZMod n) := by
        rw [Nat.cast_add, Nat.cast_one, ZMod.natCast_zmod_val]
      have hlt := ZMod.val_lt i
      rw [e, ZMod.val_natCast]
      rcases Nat.lt_or_ge (i.val + 1) n with hi | hi
      · rw [Nat.mod_eq_of_lt hi]
      · have hi' : i.val + 1 = n := by omega
        rw [hi', Nat.mod_self, hP0, hPn]
    have edge : ∀ i : ZMod n, P i.val * a i = P (i + 1).val * b i := by
      intro i
      have hbi := (hb i).ne'
      rw [hclose, hPs, ZMod.natCast_zmod_val, mul_assoc, div_mul_cancel₀ _ hbi]
    refine ⟨fun i => P i.val, fun i => prod_pos fun t _ => div_pos (ha _) (hb _), ?_⟩
    intro i j
    by_cases h1 : j = i + 1
    · rw [h1, (ringRate_link hn a b i).1, (ringRate_link hn a b i).2]
      exact edge i
    · by_cases h2 : i = j + 1
      · rw [h2, (ringRate_link hn a b j).1, (ringRate_link hn a b j).2]
        exact (edge j).symm
      · unfold ringRate
        rw [if_neg h1, if_neg h2, if_neg h2, if_neg h1, mul_zero, mul_zero]
```

The symbol `↔` reads "if and only if". For $n \ge 3$, $a_i > 0$ and $b_i > 0$, meaning that every link can be crossed in both directions,
$$k \text{ reversible} \iff \prod_{i=0}^{n-1} a_i = \prod_{i=0}^{n-1} b_i .$$

From left to right, take the walk $c_t = t$ with $m = n$. The forward product is $\prod_t k_{t,t+1} = \prod_t a_t$, the backward one is $\prod_t b_t$, and they agree by the closed-walk theorem. This is the first branch after `constructor`, where `ringRate_link` supplies the two rates.

From right to left, define for natural numbers $m$
$$P_m = \prod_{t=0}^{m-1} \frac{a_t}{b_t}, \qquad P_0 = 1, \qquad P_{m+1} = P_m \frac{a_m}{b_m},$$
with indices of $a$ and $b$ read modulo $n$, and set $w_i = P_i$ for $i = 0, \dots, n-1$. Each $w_i$ is a product of positive ratios. For $i < n-1$ the recursion gives $w_i a_i = P_{i+1} b_i = w_{i+1} b_i$, which is balance on link $i$. On the last link the recursion gives $w_{n-1} a_{n-1} = P_n b_{n-1}$, whereas balance needs $w_0 b_{n-1}$ on the right. The two agree because $P_n = \prod a / \prod b = 1 = P_0$. For states that are not neighbours both fluxes are zero. The normalised equilibrium is $\pi_i = P_i / \sum_{j=0}^{n-1} P_j$.

In the code `i.val` is the representative of $i$ in $0, \dots, n-1$. The steps `hP0` and `hPs` are the start value and the recursion. The step `hPn` is $P_n = 1$, in which `hfull` matches the product over $0 \le t < n$ with the product over ring states. The step `hclose` says that $P$ at the representative of $i+1$ equals $P$ at the representative of $i$ plus one, which is trivial except on the last link, where it uses $P_0 = P_n$. Then `edge` is balance on link $i$, and the final case split treats $j = i+1$, $i = j+1$ and unlinked pairs.

```lean
/-- A ring of at least three states with uniform positive clockwise rate `a` and
counterclockwise rate `b` is reversible exactly when `a = b`. -/
theorem uniform_ring_reversible_iff {n : ℕ} [NeZero n] (hn : 3 ≤ n) {a b : ℝ}
    (ha : 0 < a) (hb : 0 < b) :
    Reversible (ringRate (fun _ : ZMod n => a) (fun _ => b)) ↔ a = b := by
  rw [ring_reversible_iff hn (fun _ => ha) (fun _ => hb), prod_const, prod_const, card_univ,
    ZMod.card]
  exact pow_left_inj₀ ha.le hb.le (by omega)
```

For $n \ge 3$ and constant rates $a, b > 0$ the two products are $a^n$ and $b^n$, and $a^n = b^n$ holds for positive numbers and $n \ne 0$ exactly when $a = b$. The rewriting step produces the powers and `pow_left_inj₀` removes them. At $a = b$ the construction above has all $P_i = 1$, so $\pi_i = 1/n$.

## Rings that pass every triangle test and are not reversible

```lean
/-- A ring of at least four states whose clockwise and counterclockwise rate products differ
satisfies the triangle condition and is not reversible. -/
theorem ring_triangles_insufficient {n : ℕ} [NeZero n] (hn : 4 ≤ n) {a b : ZMod n → ℝ}
    (hab : ∏ i, a i ≠ ∏ i, b i) :
    TriangleCondition (ringRate a b) ∧ ¬ Reversible (ringRate a b) := by
  constructor
  · intro i j l
    rw [ring_triangle_zero hn a b i j l, ring_triangle_zero hn a b i l j]
  · intro h
    have hn3 : 3 ≤ n := by omega
    have hc := cycle_condition_of_reversible h (fun t : ZMod n => t)
    apply hab
    simpa only [(ringRate_link hn3 a b _).1, (ringRate_link hn3 a b _).2] using hc
```

The sign `¬` is negation. For $n \ge 4$ and $\prod_i a_i \ne \prod_i b_i$ the triangle condition holds and the ring is not reversible. No positivity of $a$ or $b$ is assumed, since only the direction from reversibility to equal products is used. Both sides of each triangle equation vanish, the left by `ring_triangle_zero` for $(i,j,l)$ and the right for $(i,l,j)$. If the ring were reversible, the walk $c_t = t$ would give $\prod a = \prod b$, against `hab`.

```lean
/-- In the four-state ring with clockwise rates 2 and counterclockwise rates 1 every triple of
states has equal rate products in both directions, yet no positive vector satisfies
detailed balance. -/
theorem fourRing_triangles_insufficient :
    (∀ i j l, fourRing i j * fourRing j l * fourRing l i =
      fourRing i l * fourRing l j * fourRing j i) ∧
    ¬ ∃ w : ZMod 4 → ℝ, (∀ i, 0 < w i) ∧ ∀ i j, w i * fourRing i j = w j * fourRing j i := by
  -- around the full loop the products are 16 and 1
  have hab : ∏ _i : ZMod 4, (2 : ℝ) ≠ ∏ _i : ZMod 4, (1 : ℝ) := by
    rw [prod_const, prod_const, card_univ, ZMod.card]
    norm_num
  exact ring_triangles_insufficient (n := 4) le_rfl hab

end

end KolmogorovRing
```

```lean
#print axioms KolmogorovRing.uniform_ring_reversible_iff
#print axioms KolmogorovRing.fourRing_triangles_insufficient
```

```
'KolmogorovRing.uniform_ring_reversible_iff' depends on axioms: [propext, Classical.choice, Quot.sound]
'KolmogorovRing.fourRing_triangles_insufficient' depends on axioms: [propext, Classical.choice, Quot.sound]
```

The statement is written out without the three named conditions. Its first half is the triangle equation for all $i, j, l$ of the four-state ring, and its second half says that no $w$ with four positive entries satisfies $w_i k_{ij} = w_j k_{ji}$ for all pairs.

Directly, any three distinct states among $0,1,2,3$ contain the pair $\{0,2\}$ or the pair $\{1,3\}$, whose rates vanish in both directions, and each side of the triangle equation contains one such rate, so it reads $0 = 0$. Balance on the four links demands
$$2 w_0 = w_1, \quad 2 w_1 = w_2, \quad 2 w_2 = w_3, \quad 2 w_3 = w_0 ,$$
so $16 w_0 = w_0$ and $w_0 = 0$, which is not positive. Lean establishes $2^4 \ne 1^4$ as `hab` and applies the previous theorem at $n = 4$.

The triangle equations hold here because the ring has no triangle of links, so the test carries no information about the loop of length four. This bears on kinetic Monte Carlo models of carriers hopping between localised states, within a finite classical rate model with constant rates: when the links form a ring of four or more states with no further links, agreement on triangles does not show that a table of rates is consistent with any equilibrium. The theorems contain no time evolution and no stationary state other than one in detailed balance.

## Rings of two and three states, and the generator matrix

The observations that follow are short arguments added to the theorems and were not formalised. For $n = 3$ the triple $(0,1,2)$ is the whole loop, and its triangle equation reads $a_0 a_1 a_2 = b_2 b_1 b_0$. Together with `ring_reversible_iff` this makes the triangle test sufficient for positive rates, so, given the two-state case below and the trivial one-state case, four is the smallest ring size with such a counterexample among rings with positive rates; the vanishing argument fails for $n = 3$ because $3 \equiv 0 \pmod 3$. For $n = 2$ the clockwise test succeeds for both jumps, giving $k_{01} = a_0$ and $k_{10} = a_1$ with $b$ unused, and $w = (a_1, a_0)$ balances any positive pair.

An alternative description uses the generator matrix $Q$, with $Q_{ij} = k_{ij}$ for $i \ne j$ and $Q_{ii} = -\sum_{j \ne i} k_{ij}$, which is $-3$ on the four-state ring. Detailed balance and the triangle condition keep their content, since diagonal entries enter both sides equally. The vanishing of triangle products would then need the three states to be distinct, because $Q_{00} Q_{01} Q_{10} = -3 \cdot 2 \cdot 1 = -6$. In exchange the stationarity condition $\sum_i \pi_i Q_{ij} = 0$ takes a compact form, and the uniform vector $\pi_i = 1/4$ would appear as a stationary state with net clockwise flux $\tfrac14 (2 - 1) = \tfrac14$ on every link.
